# Traceless couplings cannot lower the mean polarisability of a stable set of isotropic induced dipoles

Take two identical atoms at distance $r$, modelled as point dipoles, with polarisability $\alpha$ expressed as a volume and $2\alpha<r^3$. In a field along the line that joins them, the induced dipoles reinforce each other and the pair responds with $2\alpha/(1-2\alpha/r^3)$. In a field across the line they weaken each other, and the response is $2\alpha/(1+\alpha/r^3)$. To first order in $\alpha/r^3$ the one gain and the two losses cancel in the average over directions, and the second-order terms raise it above $2\alpha$.

Is that special to the pair? With many different atoms in an irregular arrangement, I could imagine the mutual weakening winning, so that the mean polarisability falls below the sum of the atomic ones. Can that happen?

## The free dipoles give a lower bound

It can't, as long as the dipoles are stable and the couplings traceless. The reason is variational: the dipoles of non-interacting atoms are trial dipoles whose coupling energy vanishes when summed over three field directions.

Let $B$ be the matrix that takes the induced dipoles $m$ to the applied field $e$, so $Bm=e$. It is called the relay matrix here, a name that is also used for its inverse. The rows of $B$ are labelled by atom $i$ and axis $a\in\{0,1,2\}$. It is real, symmetric and positive definite, its diagonal blocks are $B_{ii}=I/\alpha_i$, and $\operatorname{tr}B_{ij}=0$ for $i\ne j$. A unit uniform field along $a$ is $e^{(a)}_{ib}=\delta_{ab}$. The molecular polarisability is

$$M_{ab}=\sum_{ij}(B^{-1})_{ia,jb}=e^{(a)}\cdot B^{-1}e^{(b)},$$

which is symmetric because $B^{-1}$ is.

For any trial dipoles $x$, with $m=B^{-1}e$,

$$(x-m)\cdot B(x-m)=x\cdot Bx-2x\cdot e+e\cdot B^{-1}e .$$

Choose the free dipoles $x^{(a)}_{ib}=\alpha_i\delta_{ab}$. Then $x^{(a)}\cdot e^{(a)}=\sum_i\alpha_i$, and

$$\sum_a x^{(a)}\cdot Bx^{(a)}=\sum_{ij}\alpha_i\alpha_j\operatorname{tr}B_{ij}=\sum_i\alpha_i^2\,\frac{3}{\alpha_i}=3\sum_i\alpha_i .$$

Write $m^{(a)}=B^{-1}e^{(a)}$ and sum the identity over $a$:

$$\operatorname{tr}M-3\sum_i\alpha_i=\sum_a(x^{(a)}-m^{(a)})\cdot B(x^{(a)}-m^{(a)})\ \ge 0 .$$

Equality requires $x^{(a)}=m^{(a)}$ for every $a$, that is, $Bx^{(a)}=e^{(a)}$. Since

$$(Bx^{(a)})_{ib}=\delta_{ab}+\Big(\sum_{j\ne i}\alpha_jB_{ij}\Big)_{ba},$$

this happens exactly when $\sum_{j\ne i}\alpha_jB_{ij}=0$ for every atom $i$: the free dipoles produce no net field at any atom.

## A pair with $\alpha=1$ and $r=2$

Here $r^3=8$. With the atoms along axis 2, $M_{22}=2/(1-\tfrac14)=\tfrac83$ and $M_{00}=M_{11}=2/(1+\tfrac18)=\tfrac{16}9$. The mean is $\tfrac{56}{27}\approx2.07$, above the atomic sum 2.

The bound is easily misread as a bound on each component. The value $\tfrac{16}9<2$ refutes that reading: the bound holds for the average over directions, not for every component.

## Dipoles, fields and blocks in Lean

The atoms form a finite type `ι`, and `block B i j` is the $3\times3$ matrix $B_{ij}$. `IsRelayMatrix B α` collects the hypotheses:

- `posDef` includes symmetry. Physically, the polarisation energy $\tfrac12x\cdot Bx-x\cdot e$ has a unique minimum, so there is no polarisation catastrophe.
- `diag_block` says $\alpha_iB_{ii}=I$: each atom alone responds linearly and isotropically. The positivity of $\alpha_i$ is derived, in `atomic_pos`.
- `traceless` holds for point dipoles: their coupling block is the gradient of the field of a unit point charge, and that field has no divergence away from the charge. Smeared charges that overlap give the coupling a trace, so damped models generally fail this condition.

`molecular B` is $M$, while `uniformField a` and `freeDipoles α a` are $e^{(a)}$ and $x^{(a)}$. The main theorem, `isSymm_and_sum_le`, states that $M$ is symmetric and $\sum_i\alpha_i\le\operatorname{tr}M/3$. No geometry enters it; the off-diagonal blocks may come from any source that meets the conditions.

For undamped induced-dipole force fields with isotropic, linear atoms, this means that, if the fitted model is stable (its relay matrix is positive definite), atomic polarisabilities fitted to reproduce a molecule's mean polarisability add up to at most that value.

```lean
import Mathlib

open Matrix

namespace MolecularPolarisability

noncomputable section

variable {ι : Type*} [Fintype ι] [DecidableEq ι]

/-- The 3 x 3 block of a matrix on (atom, axis) pairs that couples atom `i` to atom `j`. -/
def block (B : Matrix (ι × Fin 3) (ι × Fin 3) ℝ) (i j : ι) : Matrix (Fin 3) (Fin 3) ℝ :=
  Matrix.of fun a b => B (i, a) (j, b)

/-- The relay matrix of interacting isotropic atoms with polarisabilities `α i`: positive
definite, with diagonal blocks inverse to `α i` and traceless off-diagonal blocks. -/
structure IsRelayMatrix (B : Matrix (ι × Fin 3) (ι × Fin 3) ℝ) (α : ι → ℝ) : Prop where
  posDef : B.PosDef
  diag_block : ∀ i, α i • block B i i = 1
  traceless : ∀ i j, i ≠ j → (block B i j).trace = 0

/-- The molecular polarisability: the sum of all 3 x 3 blocks of the inverse of an invertible
relay matrix. -/
def molecular (B : Matrix (ι × Fin 3) (ι × Fin 3) ℝ) : Matrix (Fin 3) (Fin 3) ℝ :=
  ∑ i, ∑ j, block B⁻¹ i j

/-- A unit uniform field along axis `a`, felt by every atom. -/
def uniformField (a : Fin 3) : ι × Fin 3 → ℝ := fun p => if p.2 = a then 1 else 0

/-- The dipoles that non-interacting atoms acquire in a unit uniform field along axis `a`. -/
def freeDipoles (α : ι → ℝ) (a : Fin 3) : ι × Fin 3 → ℝ := fun p => if p.2 = a then α p.1 else 0

omit [Fintype ι] [DecidableEq ι] in
/-- The atomic polarisabilities in a relay matrix are positive. -/
theorem atomic_pos {B : Matrix (ι × Fin 3) (ι × Fin 3) ℝ} {α : ι → ℝ}
    (h : IsRelayMatrix B α) (i : ι) : 0 < α i := by
  have hp : 0 < B (i, 0) (i, 0) := h.posDef.diag_pos
  have h1 : α i * B (i, 0) (i, 0) = 1 := by
    simpa [block] using congrFun (congrFun (h.diag_block i) 0) 0
  by_contra hn
  nlinarith [mul_nonneg (neg_nonneg.2 (not_lt.1 hn)) hp.le]

/-- For an invertible relay matrix, the entry `a b` of the molecular polarisability is the total
dipole along `a` induced by a unit uniform field along `b`. -/
theorem molecular_apply (B : Matrix (ι × Fin 3) (ι × Fin 3) ℝ) (a b : Fin 3) :
    molecular B a b = uniformField a ⬝ᵥ B⁻¹ *ᵥ uniformField b := by
  simp [molecular, block, Matrix.sum_apply, uniformField, dotProduct, Matrix.mulVec,
    Fintype.sum_prod_type]

/-- For a positive definite relay matrix, the response to a field `e` exceeds the variational
value of trial dipoles `x` by the quadratic form of the error in `x`. -/
theorem variational_gap {B : Matrix (ι × Fin 3) (ι × Fin 3) ℝ} (hB : B.PosDef)
    (e x : ι × Fin 3 → ℝ) :
    e ⬝ᵥ B⁻¹ *ᵥ e - (2 * (x ⬝ᵥ e) - x ⬝ᵥ B *ᵥ x)
      = (x - B⁻¹ *ᵥ e) ⬝ᵥ B *ᵥ (x - B⁻¹ *ᵥ e) := by
  have hs : Bᵀ = B := by
    rw [← Matrix.conjTranspose_eq_transpose_of_trivial]
    exact hB.isHermitian.eq
  obtain ⟨m, hmd⟩ : ∃ m, m = B⁻¹ *ᵥ e := ⟨_, rfl⟩
  -- the exact dipoles m solve B m = e
  have hm : B *ᵥ m = e := by
    rw [hmd, Matrix.mulVec_mulVec, Matrix.mul_nonsing_inv _ hB.det_pos.ne'.isUnit,
      Matrix.one_mulVec]
  have hx : m ⬝ᵥ B *ᵥ x = e ⬝ᵥ x := by
    rw [Matrix.dotProduct_mulVec, ← Matrix.mulVec_transpose, hs, hm]
  rw [← hmd, Matrix.mulVec_sub, hm, sub_dotProduct, dotProduct_sub, dotProduct_sub, hx,
    dotProduct_comm e x, dotProduct_comm e m]
  ring

/-- The trace of the molecular polarisability exceeds three times the sum of the atomic ones
by the quadratic forms of the dipole changes that the interaction causes. -/
theorem trace_gap {B : Matrix (ι × Fin 3) (ι × Fin 3) ℝ} {α : ι → ℝ} (h : IsRelayMatrix B α) :
    (molecular B).trace - 3 * ∑ i, α i
      = ∑ a, (freeDipoles α a - B⁻¹ *ᵥ uniformField a) ⬝ᵥ
          B *ᵥ (freeDipoles α a - B⁻¹ *ᵥ uniformField a) := by
  have h1 : ∀ a, freeDipoles α a ⬝ᵥ uniformField a = ∑ i, α i := by
    intro a
    simp [freeDipoles, uniformField, dotProduct, Fintype.sum_prod_type]
  have h2 : ∀ a, freeDipoles α a ⬝ᵥ B *ᵥ freeDipoles α a
      = ∑ i, α i * ∑ j, B (i, a) (j, a) * α j := by
    intro a
    simp [freeDipoles, dotProduct, Matrix.mulVec, Fintype.sum_prod_type]
  -- summed over directions, only traces of blocks remain
  have h3 : ∑ a, freeDipoles α a ⬝ᵥ B *ᵥ freeDipoles α a
      = ∑ i, ∑ j, α i * (α j * (block B i j).trace) := by
    simp only [h2, Matrix.trace, Matrix.diag, block, Matrix.of_apply, Finset.mul_sum]
    refine Finset.sum_comm.trans (Finset.sum_congr rfl fun i _ => ?_)
    refine Finset.sum_comm.trans (Finset.sum_congr rfl fun j _ => ?_)
    exact Finset.sum_congr rfl fun a _ => by ring
  have h4 : ∀ i, ∑ j, α i * (α j * (block B i j).trace) = 3 * α i := by
    intro i
    have ht := congrArg Matrix.trace (h.diag_block i)
    simp only [Matrix.trace_smul, smul_eq_mul, Matrix.trace_one, Fintype.card_fin,
      Nat.cast_ofNat] at ht
    rw [Finset.sum_eq_single i (fun j _ hj => by rw [h.traceless i j hj.symm]; ring)
      (fun hi => absurd (Finset.mem_univ i) hi), ht]
    ring
  have h5 : (molecular B).trace = ∑ a, uniformField a ⬝ᵥ B⁻¹ *ᵥ uniformField a :=
    Finset.sum_congr rfl fun a _ => molecular_apply B a a
  simp only [← variational_gap h.posDef, Finset.sum_sub_distrib, ← Finset.mul_sum, h1]
  rw [h3, h5]
  simp only [h4, ← Finset.mul_sum, Finset.sum_const, Finset.card_univ, Fintype.card_fin,
    nsmul_eq_mul, Nat.cast_ofNat]
  ring

/-- The molecular polarisability of a relay matrix is symmetric, and its isotropic part is at
least the sum of the atomic polarisabilities. -/
theorem isSymm_and_sum_le {B : Matrix (ι × Fin 3) (ι × Fin 3) ℝ} {α : ι → ℝ}
    (h : IsRelayMatrix B α) :
    (molecular B).IsSymm ∧ ∑ i, α i ≤ (molecular B).trace / 3 := by
  constructor
  · have hs : (B⁻¹)ᵀ = B⁻¹ := by
      rw [← Matrix.conjTranspose_eq_transpose_of_trivial]
      exact h.posDef.isHermitian.inv.eq
    ext a b
    rw [Matrix.transpose_apply, molecular_apply, molecular_apply, Matrix.dotProduct_mulVec,
      ← Matrix.mulVec_transpose, hs, dotProduct_comm]
  · have hn := Finset.sum_nonneg fun a (_ : a ∈ Finset.univ) =>
      h.posDef.posSemidef.dotProduct_mulVec_nonneg (freeDipoles α a - B⁻¹ *ᵥ uniformField a)
    simp only [star_trivial] at hn
    linarith [trace_gap h]

/-- The isotropic polarisability is additive exactly when, at every atom, the couplings to the
other atoms weighted by their polarisabilities cancel. -/
theorem additive_iff {B : Matrix (ι × Fin 3) (ι × Fin 3) ℝ} {α : ι → ℝ}
    (h : IsRelayMatrix B α) :
    (molecular B).trace / 3 = ∑ i, α i ↔
      ∀ i, ∑ j ∈ Finset.univ.erase i, α j • block B i j = 0 := by
  have hdet : IsUnit B.det := h.posDef.det_pos.ne'.isUnit
  -- the field needed to sustain the free dipoles
  have hfield : ∀ i b a, (B *ᵥ freeDipoles α a) (i, b)
      = uniformField a (i, b) + (∑ j ∈ Finset.univ.erase i, α j • block B i j) b a := by
    intro i b a
    have h1 : (B *ᵥ freeDipoles α a) (i, b) = (∑ j, α j • block B i j) b a := by
      simp [freeDipoles, Matrix.mulVec, dotProduct, Fintype.sum_prod_type, Matrix.sum_apply,
        block, mul_comm]
    have hs := Finset.add_sum_erase Finset.univ (fun j => α j • block B i j) (Finset.mem_univ i)
    simp only [h.diag_block i] at hs
    rw [h1, ← hs, Matrix.add_apply]
    simp [Matrix.one_apply, uniformField]
  constructor
  · intro heq i
    have hsum := trace_gap h
    rw [show (molecular B).trace - 3 * ∑ i, α i = 0 by linarith] at hsum
    have hz := (Finset.sum_eq_zero_iff_of_nonneg fun a _ => by
      simpa only [star_trivial] using h.posDef.posSemidef.dotProduct_mulVec_nonneg
        (freeDipoles α a - B⁻¹ *ᵥ uniformField a)).1 hsum.symm
    ext b a
    have hx : freeDipoles α a - B⁻¹ *ᵥ uniformField a = 0 := by
      by_contra hne
      have hp := h.posDef.dotProduct_mulVec_pos hne
      rw [star_trivial] at hp
      exact hp.ne' (hz a (Finset.mem_univ a))
    have hb := hfield i b a
    rw [sub_eq_zero.1 hx, Matrix.mulVec_mulVec, Matrix.mul_nonsing_inv _ hdet,
      Matrix.one_mulVec] at hb
    rw [Matrix.zero_apply]
    linarith
  · intro h0
    have hx : ∀ a, freeDipoles α a - B⁻¹ *ᵥ uniformField a = 0 := by
      intro a
      have hb : B *ᵥ freeDipoles α a = uniformField a := by
        funext ⟨i, b⟩
        rw [hfield, h0 i, Matrix.zero_apply, add_zero]
      rw [← hb, Matrix.mulVec_mulVec, Matrix.nonsing_inv_mul _ hdet, Matrix.one_mulVec, sub_self]
    have hg := trace_gap h
    simp only [hx, zero_dotProduct, Finset.sum_const_zero] at hg
    linarith

/-- The relay matrix of two identical atoms with point-dipole coupling, at distance `r` along
the third axis, for nonzero `α` and `r`. -/
def dipolePair (α r : ℝ) : Matrix (Fin 2 × Fin 3) (Fin 2 × Fin 3) ℝ :=
  Matrix.of fun p q =>
    if p.1 = q.1 then (if p.2 = q.2 then 1 / α else 0)
    else ((if p.2 = q.2 then 1 else 0)
      - 3 * (![0, 0, 1] : Fin 3 → ℝ) p.2 * (![0, 0, 1] : Fin 3 → ℝ) q.2) / r ^ 3

/-- Two identical point-dipole atoms with `0 < α` and `2 α < r ^ 3` have a relay matrix in the
sense used here. -/
theorem dipolePair_witness {α r : ℝ} (hα : 0 < α) (hr : 2 * α < r ^ 3) :
    IsRelayMatrix (dipolePair α r) (fun _ => α) := by
  have hr3 : 0 < r ^ 3 := by linarith
  have hlt : 2 * (r ^ 3)⁻¹ < α⁻¹ := by
    rw [← div_eq_mul_inv, div_lt_iff₀ hr3]
    calc (2 : ℝ) = α⁻¹ * (2 * α) := by field_simp
      _ < α⁻¹ * r ^ 3 := mul_lt_mul_of_pos_left hr (inv_pos.2 hα)
  refine ⟨Matrix.posDef_iff_dotProduct_mulVec.2 ⟨?_, ?_⟩, ?_, ?_⟩
  · ext ⟨i, a⟩ ⟨j, b⟩
    fin_cases i <;> fin_cases j <;> fin_cases a <;> fin_cases b <;> simp [dipolePair]
  · intro x hx
    obtain ⟨p, hp⟩ := Function.ne_iff.1 hx
    have hpos : 0 < ∑ p, x p ^ 2 :=
      Finset.sum_pos' (fun q _ => sq_nonneg (x q)) ⟨p, Finset.mem_univ p, pow_two_pos_of_ne_zero hp⟩
    -- the quadratic form of the relay matrix as a combination of squares
    have key : star x ⬝ᵥ dipolePair α r *ᵥ x = (α⁻¹ - 2 * (r ^ 3)⁻¹) * ∑ p, x p ^ 2
        + (r ^ 3)⁻¹ * (x (0, 0) ^ 2 + x (1, 0) ^ 2 + x (0, 1) ^ 2 + x (1, 1) ^ 2
          + (x (0, 0) + x (1, 0)) ^ 2 + (x (0, 1) + x (1, 1)) ^ 2
          + 2 * (x (0, 2) - x (1, 2)) ^ 2) := by
      simp [dipolePair, dotProduct, Matrix.mulVec, Fintype.sum_prod_type, Fin.sum_univ_two,
        Fin.sum_univ_three]
      ring
    rw [key]
    exact add_pos_of_pos_of_nonneg (mul_pos (sub_pos.2 hlt) hpos)
      (mul_nonneg (inv_pos.2 hr3).le (by positivity))
  · intro i
    ext a b
    by_cases hab : a = b <;> simp [block, dipolePair, Matrix.one_apply, hab, hα.ne']
  · intro i j hij
    simp [Matrix.trace, block, dipolePair, hij, Fin.sum_univ_three]
    ring

end

end MolecularPolarisability
```

```lean
#print axioms MolecularPolarisability.atomic_pos
#print axioms MolecularPolarisability.trace_gap
#print axioms MolecularPolarisability.isSymm_and_sum_le
#print axioms MolecularPolarisability.additive_iff
```

```
'MolecularPolarisability.atomic_pos' depends on axioms: [propext, Classical.choice, Quot.sound]
'MolecularPolarisability.trace_gap' depends on axioms: [propext, Classical.choice, Quot.sound]
'MolecularPolarisability.isSymm_and_sum_le' depends on axioms: [propext, Classical.choice, Quot.sound]
'MolecularPolarisability.additive_iff' depends on axioms: [propext, Classical.choice, Quot.sound]
```

## From the square to the bound

`molecular_apply` unfolds the sums to give $M_{ab}=e^{(a)}\cdot B^{-1}e^{(b)}$. `variational_gap` is the completed square: `hm` is $Bm=e$, `hx` uses the symmetry of $B$ to replace $m\cdot Bx$ by $e\cdot x$, and `ring` collects the terms.

`trace_gap` inserts the free dipoles. Its step `h1` computes $x^{(a)}\cdot e^{(a)}$. Steps `h2` and `h3` expand the quadratic form and exchange the sums until only traces of blocks remain. Step `h4` removes the off-diagonal traces and evaluates the diagonal one, and `h5` writes $\operatorname{tr}M$ as a sum over field directions.

In `isSymm_and_sum_le`, the symmetry of $M$ comes from that of $B^{-1}$. The inequality follows because each term on the right of `trace_gap` is nonnegative.

`additive_iff` is the equality condition. Its step `hfield` is the formula for $(Bx^{(a)})_{ib}$ above. In the forward direction, a vanishing sum of nonnegative terms makes each term zero, and positive definiteness then forces $x^{(a)}=m^{(a)}$. In the converse direction, cancelling couplings give $Bx^{(a)}=e^{(a)}$, so the gap is zero.

Finally, `dipolePair_witness` shows that the point-dipole pair meets all the hypotheses when $0<\alpha$ and $2\alpha<r^3$. Its step `key` writes $x\cdot Bx$ as $(1/\alpha-2/r^3)\,|x|^2$ plus $1/r^3$ times a sum of squares. The first term is positive for $x\ne0$, and the second is never negative. The numerical pair above satisfies this condition, since $2<8$.
